# Occupied-state centres can reverse the order of two rectangular d bands

## Where the energy integral stops

The centre of a d band is a normalized first moment of its density of states, so its definition must say where the energy integrals end. Two choices are compared here. The full band centre integrates over all energies, and the occupied centre integrates only up to the Fermi level $E$. For a density of states $\rho$ they are

$$
\bar\varepsilon[\rho]=\frac{\int \varepsilon\,\rho(\varepsilon)\,d\varepsilon}{\int \rho(\varepsilon)\,d\varepsilon},
\qquad
\bar\varepsilon_{\rm occ}[\rho]=\frac{\int_{-\infty}^{E} \varepsilon\,\rho(\varepsilon)\,d\varepsilon}{\int_{-\infty}^{E} \rho(\varepsilon)\,d\varepsilon}.
$$

In the d-band model of adsorption, metals are compared by the position of their d-band centre. For two partly filled rectangular bands with a common Fermi level, the result below says when the occupied centres reverse the order of the full centres.

## Two bands cut by one Fermi level

A rectangular band with centre $c$ and width $W>0$ has $\rho(\varepsilon)=1/W$ for $c-W/2\le\varepsilon\le c+W/2$ and zero elsewhere. Take two such bands with $c_1<c_2$ and widths $W_1,W_2$, and let $E$ lie strictly inside both. Then the full centres are ordered as $c_1<c_2$, and the occupied centres have the opposite order exactly when

$$W_2-W_1>2(c_2-c_1).$$

In Lean, `rectDOS c W` is the density, while `bandCentre` and `occupiedCentre` are the two quotients of integrals, defined for an arbitrary function `ρ`. The closed formulas for rectangular bands are therefore proved and not built in. The hypotheses `h₁` and `h₂` of `ranking_reversed_iff` place `E` in the open interval between the edges of each band, which also forces both widths to be positive. Apart from these conditions the value of `E` is free; setting `E` to 0 gives the usual convention of measuring energies from the Fermi level.

The model has a sharp, zero-temperature cutoff and a constant density of states inside each band. The Fermi level is given and not computed from an electron count, so the two bands may have different fillings. Adsorption energies do not enter.

## From a window to the criterion

Suppose the integration range cuts the band in the interval $[p,q]$ with $p<q$. The two moments are

$$
\int_p^q \frac{\varepsilon}{W}\,d\varepsilon=\frac{q^2-p^2}{2W},
\qquad
\int_p^q \frac{1}{W}\,d\varepsilon=\frac{q-p}{W},
$$

and their quotient is $(p+q)/2$. Without a cutoff, $p=c-W/2$ and $q=c+W/2$, which gives $c$. With the cutoff inside the band, $q=E$, and the occupied centre is

$$\frac{(c-W/2)+E}{2}.$$

The occupied centre of band 2 minus that of band 1 is therefore

$$\frac{c_2-c_1}{2}-\frac{W_2-W_1}{4}.$$

This is negative exactly when $W_2-W_1>2(c_2-c_1)$. Equivalently, the order reverses when band 2 has the lower bottom edge, because $E$ is common to both midpoints.

When the Fermi level lies inside band 1, a band 2 that is wide enough contains it automatically. If $W_2>W_1+2(c_2-c_1)$, then

$$
c_2-\frac{W_2}{2}<c_1-\frac{W_1}{2}<E<c_1+\frac{W_1}{2}<c_2+\frac{W_2}{2}.
$$

For example, take $E=0$ and bands of widths 5 and 8 centred at $-2$ and $-1$. Their lower edges are $-9/2$ and $-5$, so their occupied centres are $-9/4$ and $-5/2$: the band with the higher full centre has the lower occupied centre.

## Dividing by the wrong number of states

The occupied first moment must be divided by the number of occupied states. If it is divided by the total number of states instead, the example gives $-2.025$ for the first band and $-1.5625$ for the second, and the reversal disappears.

## A filled band breaks the criterion

Some upper bound on $E$ relative to band 1 is needed. Let $E=0$, $c_1=-2$, $W_1=2$, $c_2=-1$ and $W_2=5$. Band 1 ends at $-1$ and is completely filled, so its occupied centre is $-2$. Band 2 runs from $-7/2$ to $3/2$ and has occupied centre $-7/4$. The order is not reversed, although $W_2-W_1=3$ exceeds $2(c_2-c_1)=2$. A Fermi level exactly at the top of band 1 would do no harm, since the midpoint formula still holds there.

## The Lean file

```lean
import Mathlib

open MeasureTheory

namespace DBandCentreRanking

noncomputable section

/-- Density of states of a rectangular band with centre `c` and width `W > 0`:
the constant `1 / W` between the band edges and zero outside. -/
def rectDOS (c W : ℝ) : ℝ → ℝ :=
  (Set.Icc (c - W / 2) (c + W / 2)).indicator (fun _ => 1 / W)

/-- Centre of a band: the first moment of the density of states `ρ` over all energies,
divided by the total number of states, for `ρ` with finite moments and nonzero total. -/
def bandCentre (ρ : ℝ → ℝ) : ℝ :=
  (∫ ε, ε * ρ ε) / ∫ ε, ρ ε

/-- Centre of the occupied states: the first moment of `ρ` up to the Fermi level `E`,
divided by the number of occupied states, for `ρ` with finite moments below `E` and a
nonzero number of occupied states. -/
def occupiedCentre (ρ : ℝ → ℝ) (E : ℝ) : ℝ :=
  (∫ ε in Set.Iic E, ε * ρ ε) / ∫ ε in Set.Iic E, ρ ε

/-- If an integration range `s` cuts a rectangular band of positive width in the energy
interval from `p` to `q`, with `p < q`, the normalized first moment over `s` is the midpoint
of that interval. -/
theorem centre_of_window {c W p q : ℝ} {s : Set ℝ} (hW : 0 < W) (hpq : p < q)
    (hs : s ∩ Set.Icc (c - W / 2) (c + W / 2) = Set.Icc p q) :
    (∫ ε in s, ε * rectDOS c W ε) / (∫ ε in s, rectDOS c W ε) = (p + q) / 2 := by
  -- the energy-weighted density is again supported on the band
  have hm : ∀ ε, ε * rectDOS c W ε =
      (Set.Icc (c - W / 2) (c + W / 2)).indicator (fun x => x * (1 / W)) ε := by
    intro ε
    unfold rectDOS
    by_cases h : ε ∈ Set.Icc (c - W / 2) (c + W / 2)
    · simp only [Set.indicator_of_mem h]
    · simp only [Set.indicator_of_notMem h, mul_zero]
  -- first moment
  have h1 : ∫ ε in s, ε * rectDOS c W ε = (q ^ 2 - p ^ 2) / 2 * (1 / W) := by
    simp_rw [hm]
    rw [setIntegral_indicator measurableSet_Icc, hs, integral_Icc_eq_integral_Ioc,
      ← intervalIntegral.integral_of_le hpq.le, intervalIntegral.integral_mul_const,
      integral_id]
  -- number of states
  have h0 : ∫ ε in s, rectDOS c W ε = (q - p) * (1 / W) := by
    unfold rectDOS
    rw [setIntegral_indicator measurableSet_Icc, hs, integral_Icc_eq_integral_Ioc,
      ← intervalIntegral.integral_of_le hpq.le, intervalIntegral.integral_const,
      smul_eq_mul]
  have hne : (q - p) * (1 / W) ≠ 0 :=
    mul_ne_zero (sub_pos.mpr hpq).ne' (one_div_pos.mpr hW).ne'
  rw [h1, h0, div_eq_iff hne]
  ring

/-- Integrated over all energies, a rectangular band of positive width has its centre
at `c`. -/
theorem bandCentre_rect {c W : ℝ} (hW : 0 < W) : bandCentre (rectDOS c W) = c := by
  have h := centre_of_window (c := c) (s := Set.univ) hW
    (show c - W / 2 < c + W / 2 by linarith) (Set.univ_inter _)
  simp only [Measure.restrict_univ] at h
  unfold bandCentre
  rw [h]
  ring

/-- When the Fermi level lies inside a rectangular band, the occupied centre is the midpoint
between the lower band edge and the Fermi level. -/
theorem occupiedCentre_rect {c W E : ℝ} (hE : E ∈ Set.Ioo (c - W / 2) (c + W / 2)) :
    occupiedCentre (rectDOS c W) E = ((c - W / 2) + E) / 2 := by
  obtain ⟨hlo, hhi⟩ := hE
  refine centre_of_window (by linarith) hlo ?_
  -- the occupied part of the band runs from the lower edge to the Fermi level
  ext x
  simp only [Set.mem_inter_iff, Set.mem_Iic, Set.mem_Icc]
  constructor
  · rintro ⟨h, h', _⟩
    exact ⟨h', h⟩
  · rintro ⟨h, h'⟩
    exact ⟨h', h, by linarith⟩

/-- For two rectangular bands that both contain the Fermi level in their interiors, the occupied
centres differ by half the difference of the band centres minus a quarter of the difference of the
widths. -/
theorem occupiedCentre_gap {c₁ c₂ W₁ W₂ E : ℝ}
    (h₁ : E ∈ Set.Ioo (c₁ - W₁ / 2) (c₁ + W₁ / 2))
    (h₂ : E ∈ Set.Ioo (c₂ - W₂ / 2) (c₂ + W₂ / 2)) :
    occupiedCentre (rectDOS c₂ W₂) E - occupiedCentre (rectDOS c₁ W₁) E
      = (c₂ - c₁) / 2 - (W₂ - W₁) / 4 := by
  rw [occupiedCentre_rect h₁, occupiedCentre_rect h₂]
  ring

/-- Let two rectangular bands with `c₁ < c₂` both contain the Fermi level in their interiors.
Their full band centres are ordered like `c₁ < c₂`, and their occupied centres have the
opposite order exactly when `W₂ - W₁ > 2 (c₂ - c₁)`. -/
theorem ranking_reversed_iff {c₁ c₂ W₁ W₂ E : ℝ} (hc : c₁ < c₂)
    (h₁ : E ∈ Set.Ioo (c₁ - W₁ / 2) (c₁ + W₁ / 2))
    (h₂ : E ∈ Set.Ioo (c₂ - W₂ / 2) (c₂ + W₂ / 2)) :
    bandCentre (rectDOS c₁ W₁) < bandCentre (rectDOS c₂ W₂) ∧
    (occupiedCentre (rectDOS c₂ W₂) E < occupiedCentre (rectDOS c₁ W₁) E ↔
      W₂ - W₁ > 2 * (c₂ - c₁)) := by
  have hW₁ : 0 < W₁ := by linarith [h₁.1, h₁.2]
  have hW₂ : 0 < W₂ := by linarith [h₂.1, h₂.2]
  have hgap := occupiedCentre_gap h₁ h₂
  refine ⟨by rwa [bandCentre_rect hW₁, bandCentre_rect hW₂], ?_⟩
  -- the order of the occupied centres is the sign of their gap
  constructor
  · intro h
    linarith
  · intro h
    linarith

/-- Given a rectangular band with the Fermi level in its interior and a higher centre `c₂`, every
band around `c₂` wider than `W₁ + 2 (c₂ - c₁)` also contains the Fermi level and has the lower
occupied centre. -/
theorem wide_band_reverses {c₁ c₂ W₁ W₂ E : ℝ} (hc : c₁ < c₂)
    (h₁ : E ∈ Set.Ioo (c₁ - W₁ / 2) (c₁ + W₁ / 2))
    (hW : W₁ + 2 * (c₂ - c₁) < W₂) :
    E ∈ Set.Ioo (c₂ - W₂ / 2) (c₂ + W₂ / 2) ∧
    occupiedCentre (rectDOS c₂ W₂) E < occupiedCentre (rectDOS c₁ W₁) E := by
  have h₂ : E ∈ Set.Ioo (c₂ - W₂ / 2) (c₂ + W₂ / 2) :=
    ⟨by linarith [h₁.1], by linarith [h₁.2]⟩
  exact ⟨h₂, (ranking_reversed_iff hc h₁ h₂).2.mpr (by linarith)⟩

/-- With the Fermi level at zero, bands of widths 5 and 8 centred at -2 and -1 have occupied
centres -9/4 and -5/2. -/
theorem ranking_reversed_witness :
    bandCentre (rectDOS (-2) 5) = -2 ∧ bandCentre (rectDOS (-1) 8) = -1 ∧
    occupiedCentre (rectDOS (-2) 5) 0 = -9 / 4 ∧
    occupiedCentre (rectDOS (-1) 8) 0 = -5 / 2 := by
  have h₁ : (0 : ℝ) ∈ Set.Ioo ((-2 : ℝ) - 5 / 2) (-2 + 5 / 2) :=
    ⟨by norm_num, by norm_num⟩
  have h₂ : (0 : ℝ) ∈ Set.Ioo ((-1 : ℝ) - 8 / 2) (-1 + 8 / 2) :=
    ⟨by norm_num, by norm_num⟩
  refine ⟨bandCentre_rect (by norm_num), bandCentre_rect (by norm_num), ?_, ?_⟩
  · rw [occupiedCentre_rect h₁]
    norm_num
  · rw [occupiedCentre_rect h₂]
    norm_num

end

end DBandCentreRanking
```

```lean
#print axioms DBandCentreRanking.occupiedCentre_gap
#print axioms DBandCentreRanking.wide_band_reverses
```

```
'DBandCentreRanking.occupiedCentre_gap' depends on axioms: [propext, Classical.choice, Quot.sound]
'DBandCentreRanking.wide_band_reverses' depends on axioms: [propext, Classical.choice, Quot.sound]
```

## One window lemma for both centres

`centre_of_window` contains all the integration. Its hypothesis `hs` says that the range `s` meets the band in the interval from `p` to `q`. The step `hm` writes the energy-weighted density as a function supported on the band. Then `setIntegral_indicator` restricts each integral to the intersection, `hs` replaces that by the interval, and the standard interval integrals give the two moments `h1` and `h0`. The number of states is nonzero by `hne`, so `div_eq_iff` clears the denominator and `ring` finishes the algebra.

`bandCentre_rect` applies this lemma with `s` equal to the whole line. `occupiedCentre_rect` applies it with the half-line up to `E`; what remains is to show that the half-line meets the band exactly between the lower edge and `E`, and this uses that `E` is below the upper edge.

`occupiedCentre_gap` subtracts the two midpoints. In `ranking_reversed_iff`, the order of the full centres follows from `bandCentre_rect` and `hc`, and `linarith` reads both directions of the criterion from the gap. `wide_band_reverses` first derives the edge inequalities for band 2 and then applies the criterion. `ranking_reversed_witness` evaluates the four centres of the numerical example.
